# Symmetrically cut Matsubara sums of an even, decaying kernel against the frequency sign converge without summability

Let $l(j)$ be a real number for every integer $j$, even in the sense $l(-j)=l(j)$, with $l(j)\to 0$ as $j\to\infty$. Fix a natural number $n\ge 0$ and define, for a cutoff $M\ge 0$,

$$S(n,M)=\sum_{m=-M}^{M-1} l(n-m)\,\operatorname{sign}(2m+1).$$

Then

$$\lim_{M\to\infty}S(n,M)=P(n),\qquad P(n)=l(0)+2\sum_{j=1}^{n}l(j),$$

whether or not $\sum_j |l(j)|$ is finite.

At temperature $T$, with $\hbar=k_B=1$, the fermionic Matsubara frequencies are $\omega_m=\pi T(2m+1)$, and the range $-M\le m\le M-1$ holds $M$ positive frequencies together with their $M$ negatives. The difference $\omega_n-\omega_m=2\pi T(n-m)$ is a bosonic frequency, and $l(n-m)$ is the phonon-mediated coupling at that transfer. Evenness expresses that a phonon propagator depends on the square of the transferred frequency; decay expresses retardation, since the lattice does not follow arbitrarily fast transfers. In the isotropic Eliashberg equations for the normal state, with a constant density of states in an unbounded band, the renormalisation function is $Z_n=1+(2n+1)^{-1}\sum_m l(n-m)\operatorname{sign}\omega_m$, so that under a symmetric cutoff the infinite sum reduces to the $n+1$ values $l(0),\dots,l(n)$.

## The sum at finite cutoff

The limit follows from an identity that needs evenness only. Define the window, the sum of the $2n+1$ kernel values centred at an integer $M$,

$$W(n,M)=\sum_{i=0}^{2n} l(M-n+i)=l(M-n)+\dots+l(M+n).$$

The identity is

$$S(n,M)=P(n)-W(n,M)\qquad\text{for all } n,M\ge 0. \tag{1}$$

For $M>n$ the cancellation can be seen directly. Put $j=n-m$. The positive frequencies $m=0,\dots,M-1$ give $j=n,\dots,n-M+1$, and evenness folds the negative $j$ over:

$$\sum_{m=0}^{M-1}l(n-m)=l(0)+\sum_{j=1}^{n}l(j)+\sum_{j=1}^{M-n-1}l(j).$$

The negative frequencies $m=-1,\dots,-M$ give $j=n+1,\dots,n+M$ with a minus sign:

$$-\sum_{j=n+1}^{M+n}l(j)=\sum_{j=1}^{n}l(j)-\sum_{j=1}^{M+n}l(j).$$

On adding the two lines, the short sums combine with $l(0)$ into $P(n)$, and the long ones leave $-\sum_{j=M-n}^{M+n}l(j)=-W(n,M)$.

An induction on $M$ avoids the restriction $M>n$ and takes four steps.

1. Raising the cutoff from $M$ to $M+1$ adds $m=M$, with sign $+1$, and $m=-M-1$, with sign $-1$ and argument $n-(-M-1)=M+n+1$. Hence $S(n,M+1)=S(n,M)+l(n-M)-l(M+n+1)$.
2. Sliding the window gains the value above it and loses its lowest one: $W(n,M+1)=W(n,M)+l(M+n+1)-l(M-n)$.
3. At $M=0$ the window is $l(-n)+\dots+l(n)$, which evenness turns into $W(n,0)=P(n)$. The sum $S(n,0)$ is empty, so (1) holds at $M=0$.
4. Evenness gives $l(n-M)=l(M-n)$, so the increments in steps 1 and 2 are opposite and $S(n,M)+W(n,M)$ keeps its initial value $P(n)$.

Three consequences are read off from (1). If a number $\varepsilon$ bounds $|l(j)|$ for $M-n\le j\le M+n$, the triangle inequality gives $|S(n,M)-P(n)|=|W(n,M)|\le(2n+1)\varepsilon$. If $l(j)\to c$, where the constant $c$ stands for an instantaneous, frequency-independent part of the interaction, each of the $2n+1$ terms of the window tends to $c$ and $S(n,M)\to P(n)-(2n+1)c$; the case $c=0$ is the result stated at the start. At $n=0$ the identity reads $S(0,M)=l(0)-l(M)$, so $S(0,M)\to l(0)$ exactly when $l(M)\to0$.

## The cutoff belongs to the statement

The derivation can go wrong if the cutoff is removed too early, by writing the sum over all $m$ as $\sum_{m\ge0}l(n-m)-\sum_{m<0}l(n-m)$ and striking the common tail $\sum_{j>n}l(j)$ from both. That is legitimate when the tail converges, as it does for a phonon mode of frequency $\Omega>0$, whose kernel is proportional to $1/(\Omega^2+(2\pi Tj)^2)$ and falls as $1/j^2$. It is not legitimate for every even, decaying kernel. For the kernel

$$l(j)=\frac{1}{|j|+1}$$

the terms with $m=-k-1$, $k\ge0$, equal $-l(n+k+1)=-1/(k+n+2)$, a harmonic series without its first terms, and the struck quantity is infinite. The symmetric sums still converge, for example $S(0,M)=1-1/(M+1)\to1$, but the value now depends on how the cutoff is taken. Running $m$ from $-M$ to $2M-1$ adds the terms $1/(m-n+1)$ for $M\le m\le 2M-1$ (with $M\ge n$), whose total approaches $\ln2$; the Lean file below treats the symmetric cutoff only and contains no statement about this asymmetric one.

## Kernel, sign and cutoff in Lean

```lean
import Mathlib

open Filter Topology Finset

namespace MatsubaraTailCancellation

noncomputable section
```

The sign of $\omega_m$ is computed in the integers and then regarded as a real number. Since $2m+1$ is odd it is never zero, so `freqSign m` is $+1$ for $m\ge0$ and $-1$ for $m\le-1$. The positive factor $\pi T$ is left out, and temperature does not appear anywhere in the file.

```lean
/-- Sign of the fermionic Matsubara frequency with index `m`, which is proportional to `2m+1`. -/
def freqSign (m : ℤ) : ℝ := (Int.sign (2 * m + 1) : ℝ)
```

The kernel is an arbitrary function `l : ℤ → ℝ`. The external index `n` and the cutoff `M` are natural numbers, so only positive external frequencies $\omega_n$ are treated. `Ico` is the half-open interval, containing $-M$ and excluding $M$, which makes the range symmetric in frequency and empty at $M=0$. The difference `n - m` is taken in the integers.

```lean
/-- Matsubara sum of the kernel `l(n-m)` times the frequency sign, with the symmetric
cutoff `-M ≤ m ≤ M-1`. -/
def cutoffSum (l : ℤ → ℝ) (n M : ℕ) : ℝ :=
  ∑ m ∈ Ico (-(M : ℤ)) (M : ℤ), l (n - m) * freqSign m
```

`plateau l n` is $P(n)$. The closed interval `Icc 1 n` is empty at $n=0$, giving $P(0)=l(0)$.

```lean
/-- The value `l(0) + 2 (l(1) + ... + l(n))`. -/
def plateau (l : ℤ → ℝ) (n : ℕ) : ℝ := l 0 + 2 * ∑ j ∈ Icc 1 n, l (j : ℤ)
```

`window l n M` is $W(n,M)$ with $i$ running over `range (2 * n + 1)`, that is $0,\dots,2n$. Its centre is an integer, and for $M<n$ the window reaches negative arguments.

```lean
/-- Sum of the `2n+1` kernel values `l(M-n), ..., l(M+n)` centred at `M`. -/
def window (l : ℤ → ℝ) (n : ℕ) (M : ℤ) : ℝ := ∑ i ∈ range (2 * n + 1), l (M - n + (i : ℤ))
```

The slowly decaying example is a mathematical test case and is not derived from a phonon spectrum.

```lean
/-- The slowly decaying kernel `1/(|j|+1)`. -/
def slowKernel (j : ℤ) : ℝ := 1 / (|(j : ℝ)| + 1)
```

## The two increments and the starting value

Step 1 holds for any kernel. The statement `hI` writes the enlarged index range as the old one with $M$ and $-M-1$ inserted, `hp` and `hm` evaluate the signs of these two frequencies, and `he` simplifies the argument to $M+n+1$. Each use of `sum_insert` splits off one new term, after checking that its index is absent from the smaller range.

```lean
/-- Raising the cutoff by one adds the pair of opposite frequencies `m = M` and `m = -M-1`,
which contributes `l(n-M) - l(n+M+1)`. -/
theorem cutoffSum_succ (l : ℤ → ℝ) (n M : ℕ) :
    cutoffSum l n (M + 1) = cutoffSum l n M + l (n - M) - l (M + n + 1) := by
  have hI : Ico (-((M + 1 : ℕ) : ℤ)) ((M + 1 : ℕ) : ℤ)
      = insert (-(M : ℤ) - 1) (insert (M : ℤ) (Ico (-(M : ℤ)) (M : ℤ))) := by
    ext m
    simp only [mem_Ico, mem_insert]
    omega
  have hp : freqSign (M : ℤ) = 1 := by
    unfold freqSign
    rw [Int.sign_eq_one_of_pos (by omega)]
    norm_num
  have hm : freqSign (-(M : ℤ) - 1) = -1 := by
    unfold freqSign
    rw [Int.sign_eq_neg_one_of_neg (by omega)]
    norm_num
  have he : (n : ℤ) - (-(M : ℤ) - 1) = M + n + 1 := by ring
  unfold cutoffSum
  rw [hI, sum_insert (by simp only [mem_Ico, mem_insert]; omega),
    sum_insert (by simp only [mem_Ico]; omega), hp, hm, he]
  ring
```

Step 2 also needs no evenness. The proof evaluates the sum of the $2n+2$ values from $l(M-n)$ to $l(M+n+1)$ in two ways: `h1` removes the top term and leaves $W(n,M)$, while `h2` removes the bottom term and leaves a sum that `h3` identifies with $W(n,M+1)$. Equating the two is linear arithmetic.

```lean
/-- Sliding the window by one step gains `l(M+n+1)` and loses `l(M-n)`. -/
theorem window_succ (l : ℤ → ℝ) (n : ℕ) (M : ℤ) :
    window l n (M + 1) = window l n M + l (M + n + 1) - l (M - n) := by
  have h1 : ∑ i ∈ range (2 * n + 1 + 1), l (M - n + (i : ℤ))
      = window l n M + l (M - n + ((2 * n + 1 : ℕ) : ℤ)) :=
    sum_range_succ (fun i : ℕ => l (M - n + (i : ℤ))) (2 * n + 1)
  have h2 : ∑ i ∈ range (2 * n + 1 + 1), l (M - n + (i : ℤ))
      = ∑ k ∈ range (2 * n + 1), l (M - n + ((k + 1 : ℕ) : ℤ)) + l (M - n + ((0 : ℕ) : ℤ)) :=
    sum_range_succ' (fun i : ℕ => l (M - n + (i : ℤ))) (2 * n + 1)
  have h3 : window l n (M + 1) = ∑ k ∈ range (2 * n + 1), l (M - n + ((k + 1 : ℕ) : ℤ)) :=
    sum_congr rfl fun k _ => congrArg l (by push_cast; ring)
  have e1 : M - n + ((2 * n + 1 : ℕ) : ℤ) = M + n + 1 := by push_cast; ring
  have e2 : M - n + ((0 : ℕ) : ℤ) = M - n := by push_cast; ring
  rw [e1] at h1
  rw [e2] at h2
  linarith
```

Evenness enters as the hypothesis `heven : ∀ j, l (-j) = l j`. The folding of step 3 is carried out by induction on $n$. Passing from $n$ to $n+1$ adds the outermost values $l(-(n+1))$ and $l(n+1)$: `h` peels them off, `h3` recognises the remainder as $W(n,0)$, and `heven` makes the two equal. On the other side `sum_Icc_succ_top` shows that $P$ grows by $2\,l(n+1)$.

```lean
/-- For an even kernel the window centred at zero equals `l(0) + 2 (l(1) + ... + l(n))`. -/
theorem window_zero (l : ℤ → ℝ) (heven : ∀ j, l (-j) = l j) (n : ℕ) :
    window l n 0 = plateau l n := by
  induction n with
  | zero => simp [window, plateau]
  | succ n ih =>
    -- peel off the two outermost values l(-n-1) and l(n+1)
    have h : window l (n + 1) 0
        = (∑ k ∈ range (2 * n + 1), l (0 - ((n + 1 : ℕ) : ℤ) + ((k + 1 : ℕ) : ℤ))
          + l (0 - ((n + 1 : ℕ) : ℤ) + ((0 : ℕ) : ℤ)))
          + l (0 - ((n + 1 : ℕ) : ℤ) + ((2 * n + 1 + 1 : ℕ) : ℤ)) := by
      unfold window
      rw [show 2 * (n + 1) + 1 = 2 * n + 1 + 1 + 1 by ring,
        sum_range_succ _ (2 * n + 1 + 1), sum_range_succ' _ (2 * n + 1)]
    have h3 : ∑ k ∈ range (2 * n + 1), l (0 - ((n + 1 : ℕ) : ℤ) + ((k + 1 : ℕ) : ℤ))
        = window l n 0 :=
      sum_congr rfl fun k _ => congrArg l (by push_cast; ring)
    have e1 : 0 - ((n + 1 : ℕ) : ℤ) + ((0 : ℕ) : ℤ) = -((n + 1 : ℕ) : ℤ) := by
      push_cast; ring
    have e2 : 0 - ((n + 1 : ℕ) : ℤ) + ((2 * n + 1 + 1 : ℕ) : ℤ) = ((n + 1 : ℕ) : ℤ) := by
      push_cast; ring
    rw [h, h3, e1, e2, heven, ih]
    unfold plateau
    rw [sum_Icc_succ_top (by omega : 1 ≤ n + 1)]
    ring
```

## The exact identity and the truncation bound

`cutoffSum_eq` is equation (1), for every even kernel and all natural $n$ and $M$, with no assumption on growth or decay. The base case is `window_zero` together with the empty sum. In the induction step `he` is the equality $l(n-M)=l(M-n)$ of step 4, after which `cutoffSum_succ` and `window_succ` supply the two increments and `ring` confirms that they are opposite.

```lean
/-- Exact finite-cutoff identity for an even kernel: the symmetric sum equals the plateau value
minus the `2n+1` kernel values centred at the cutoff. -/
theorem cutoffSum_eq (l : ℤ → ℝ) (heven : ∀ j, l (-j) = l j) (n M : ℕ) :
    cutoffSum l n M = plateau l n - window l n M := by
  induction M with
  | zero =>
    have h := window_zero l heven n
    simp [cutoffSum, h]
  | succ M ih =>
    -- the new frequency pair is exactly the change of the window
    have he : l (n - M) = l (M - n) := by
      rw [← heven]
      exact congrArg l (by ring)
    rw [cutoffSum_succ, ih, he]
    push_cast
    rw [window_succ]
    ring
```

In the error bound, `hε` constrains the kernel only at the $2n+1$ integers between $M-n$ and $M+n$. After the rewrite with (1) the left side is $|W(n,M)|$, and the three lines of the `calc` block are the triangle inequality, the termwise bound and the count of terms. The prefactor $2n+1$ grows with $n$, and the bound is small only once the whole window lies where the kernel is small.

```lean
/-- Truncation error: if the even kernel is bounded by `ε` on `[M-n, M+n]`, the symmetric sum
differs from the plateau value by at most `(2n+1) ε`. -/
theorem cutoffSum_error (l : ℤ → ℝ) (heven : ∀ j, l (-j) = l j) (n M : ℕ) (ε : ℝ)
    (hε : ∀ j : ℤ, (M : ℤ) - n ≤ j → j ≤ M + n → |l j| ≤ ε) :
    |cutoffSum l n M - plateau l n| ≤ (2 * n + 1) * ε := by
  rw [cutoffSum_eq l heven, sub_sub_cancel_left, abs_neg]
  calc |window l n M| ≤ ∑ i ∈ range (2 * n + 1), |l ((M : ℤ) - n + (i : ℤ))| :=
        abs_sum_le_sum_abs _ _
    _ ≤ ∑ _i ∈ range (2 * n + 1), ε := by
        refine sum_le_sum fun i hi => ?_
        have hi' := mem_range.1 hi
        exact hε _ (by omega) (by omega)
    _ = (2 * n + 1) * ε := by
        rw [sum_const, card_range, nsmul_eq_mul]
        push_cast
        ring
```

## Limits as the cutoff grows

`Tendsto l atTop (𝓝 c)` says $l(j)\to c$ as the integer $j\to+\infty$; the behaviour at $-\infty$ is fixed by evenness and is not assumed separately. For each $i$, `hs` shows that the argument $M-n+i$ goes to infinity with $M$, and composing with `hc` gives `hi`. Because the number of terms does not depend on $M$, `tendsto_finsetSum` passes the limit through the window, and (1) finishes the argument. For the constant kernel $l(j)=c$ the limit $P(n)-(2n+1)c$ is zero.

```lean
/-- If the even kernel tends to a constant `c` at infinity, the symmetric sums converge to the
plateau value minus `(2n+1) c`. -/
theorem tendsto_cutoffSum_of_limit (l : ℤ → ℝ) (heven : ∀ j, l (-j) = l j) (c : ℝ)
    (hc : Tendsto l atTop (𝓝 c)) (n : ℕ) :
    Tendsto (fun M : ℕ => cutoffSum l n M) atTop (𝓝 (plateau l n - (2 * n + 1) * c)) := by
  have hi : ∀ i ∈ range (2 * n + 1),
      Tendsto (fun M : ℕ => l ((M : ℤ) - n + (i : ℤ))) atTop (𝓝 c) := by
    intro i _
    have hs : Tendsto (fun M : ℕ => (M : ℤ) - n + (i : ℤ)) atTop atTop :=
      tendsto_atTop.2 fun b => eventually_atTop.2 ⟨(b + n).toNat, fun M hM => by
        show b ≤ (M : ℤ) - n + (i : ℤ)
        omega⟩
    exact hc.comp hs
  -- the window has a fixed number of terms, each tending to c
  have hw : Tendsto (fun M : ℕ => window l n M) atTop (𝓝 (∑ _i ∈ range (2 * n + 1), c)) := by
    unfold window
    exact tendsto_finsetSum _ hi
  have hsum : ∑ _i ∈ range (2 * n + 1), c = (2 * n + 1) * c := by
    rw [sum_const, card_range, nsmul_eq_mul]
    push_cast
    ring
  rw [hsum] at hw
  simp only [cutoffSum_eq l heven]
  exact tendsto_const_nhds.sub hw
```

The main theorem reads: for every real function $l$ on the integers that is even and tends to zero at $+\infty$, and for every natural $n$, the sequence $M\mapsto S(n,M)$ converges to $l(0)+2\sum_{j=1}^n l(j)$, with the limit written out in full. It is the previous theorem at $c=0$. Evenness and decay are hypotheses on the kernel, not consequences of a phonon model, and neither positivity nor monotonicity of $l$ is required. The limit is taken at fixed $n$, without uniformity in $n$. The reduction of the self-energy to this sum, a finite bandwidth, momentum dependence and the superconducting state, in which the sign is replaced by $\omega_m/\sqrt{\omega_m^2+\Delta_m^2}$ with the gap function $\Delta_m$, are not covered.

```lean
/-- Tail cancellation: for an even kernel tending to zero at infinity, the symmetric sums
converge to `l(0) + 2 (l(1) + ... + l(n))`. -/
theorem tail_cancellation (l : ℤ → ℝ) (heven : ∀ j, l (-j) = l j)
    (hdecay : Tendsto l atTop (𝓝 0)) (n : ℕ) :
    Tendsto (fun M : ℕ => cutoffSum l n M) atTop
      (𝓝 (l 0 + 2 * ∑ j ∈ Icc 1 n, l (j : ℤ))) := by
  have h := tendsto_cutoffSum_of_limit l heven 0 hdecay n
  rw [mul_zero, sub_zero] at h
  exact h
```

The converse is stated for the lowest frequency, $n=0$, with decay expressed along the natural numbers, `fun M : ℕ => l M`. The step `h` specialises (1) to $S(0,M)=l(0)-l(M)$, and each direction subtracts a convergent sequence from the constant $l(0)$. For $n\ge1$, equation (1) ties convergence to $P(n)$ to the vanishing of the window as a whole, which is a condition on sums of $2n+1$ consecutive values and not on single ones.

```lean
/-- At `n = 0` the symmetric sums of an even kernel converge to `l(0)` if and only if the kernel
tends to zero. -/
theorem tendsto_lowest_iff (l : ℤ → ℝ) (heven : ∀ j, l (-j) = l j) :
    Tendsto (fun M : ℕ => cutoffSum l 0 M) atTop (𝓝 (l 0))
      ↔ Tendsto (fun M : ℕ => l M) atTop (𝓝 0) := by
  have h : ∀ M : ℕ, cutoffSum l 0 M = l 0 - l M := by
    intro M
    rw [cutoffSum_eq l heven]
    simp [plateau, window]
  simp only [h]
  constructor
  · intro hc
    have h2 := (tendsto_const_nhds (x := l 0)).sub hc
    simpa only [sub_sub_cancel, sub_self] using h2
  · intro hc
    have h2 := (tendsto_const_nhds (x := l 0)).sub hc
    simpa only [sub_zero] using h2
```

## A kernel whose signed series is not summable

The last theorem shows that `slowKernel` satisfies both hypotheses of `tail_cancellation`, that for every $n$ the family $m\mapsto l(n-m)\operatorname{sign}(2m+1)$ fails to be `Summable` over the integers, and that its symmetric sums converge to $P(n)$ all the same. `Summable` means convergence independent of the order of the terms, which for real terms is absolute convergence. The unjustified cancellation of tails reappears in Lean if the claim is written as an equation for Mathlib's unordered infinite sum `∑'`: that sum is assigned the value zero for a family that is not summable, so the equation would fail for this kernel, where $P(n)\ge1$. The theorems use `Tendsto` of `cutoffSum`, which keeps the order of summation in the statement.

Decay is obtained from $|j|+1\to\infty$. Non-summability is shown by contradiction: a summable family remains summable on the indices $m=-k-1$, which `hinj` shows to be distinct, and after a change of sign (`h1`). The step `h2` identifies these terms with $1/(k+n+2)$, and `summable_nat_add_iff` restores the finitely many missing terms, which would make the harmonic series summable, against `Real.not_summable_one_div_natCast`.

```lean
/-- The kernel `1/(|j|+1)` is even and tends to zero; for every `n` its signed series over all
integers is not summable, while its symmetric sums converge to the plateau value. -/
theorem slowKernel_witness :
    (∀ j, slowKernel (-j) = slowKernel j) ∧ Tendsto slowKernel atTop (𝓝 0) ∧
      ∀ n : ℕ, (¬ Summable fun m : ℤ => slowKernel (n - m) * freqSign m) ∧
        Tendsto (fun M : ℕ => cutoffSum slowKernel n M) atTop (𝓝 (plateau slowKernel n)) := by
  have heven : ∀ j, slowKernel (-j) = slowKernel j := fun j => by simp [slowKernel]
  have hdecay : Tendsto slowKernel atTop (𝓝 0) := by
    have h : Tendsto (fun j : ℤ => |(j : ℝ)| + 1) atTop atTop :=
      tendsto_atTop_add_const_right _ 1
        (tendsto_abs_atTop_atTop.comp tendsto_intCast_atTop_atTop)
    exact (tendsto_const_nhds (x := (1 : ℝ))).div_atTop h
  refine ⟨heven, hdecay, fun n => ⟨fun hs => ?_, tail_cancellation _ heven hdecay n⟩⟩
  -- the negative frequencies alone give a shifted harmonic series
  have hinj : Function.Injective fun k : ℕ => -(k : ℤ) - 1 := by
    intro a b hab
    have hab' : -(a : ℤ) - 1 = -(b : ℤ) - 1 := hab
    omega
  have h1 := (hs.comp_injective hinj).neg
  have h2 : Summable fun k : ℕ => 1 / ((k + (n + 2) : ℕ) : ℝ) := by
    refine h1.congr fun k => ?_
    have hm : freqSign (-(k : ℤ) - 1) = -1 := by
      unfold freqSign
      rw [Int.sign_eq_neg_one_of_neg (by omega)]
      norm_num
    have ha : (((n : ℤ) - (-(k : ℤ) - 1) : ℤ) : ℝ) = (n : ℝ) + k + 1 := by
      push_cast; ring
    show -(slowKernel (n - (-(k : ℤ) - 1)) * freqSign (-(k : ℤ) - 1)) = _
    rw [hm, slowKernel, ha, abs_of_nonneg (by positivity)]
    push_cast
    ring
  exact Real.not_summable_one_div_natCast
    ((summable_nat_add_iff (f := fun k : ℕ => 1 / (k : ℝ)) (n + 2)).1 h2)

end

end MatsubaraTailCancellation
```

```lean
#print axioms MatsubaraTailCancellation.cutoffSum_error
-- 'MatsubaraTailCancellation.cutoffSum_error' depends on axioms: [propext, Classical.choice, Quot.sound]
#print axioms MatsubaraTailCancellation.tail_cancellation
-- 'MatsubaraTailCancellation.tail_cancellation' depends on axioms: [propext, Classical.choice, Quot.sound]
#print axioms MatsubaraTailCancellation.tendsto_lowest_iff
-- 'MatsubaraTailCancellation.tendsto_lowest_iff' depends on axioms: [propext, Classical.choice, Quot.sound]
```
